# With coupling and repulsion, the maximal no-pair energy of a two-state model lies above those of the free orbital and the one-electron eigenvectors

Q: Define your terms first. What is a no-pair energy, and what do the symbols stand for?

A: It is the energy of electrons confined to one-electron states that have been declared positive-energy. A projector makes that declaration, and the energy depends on it. The problem is to compare three projectors for two repelling electrons: the free one, the one from the one-electron Hamiltonian in the external field, and the one that makes the energy largest.

I use two one-electron states, the free positive-energy and the free negative-energy state. A real orbital is $v=(v_0,v_1)$ with $v_0^2+v_1^2=1$, and its projector is $vv^T$. The indices follow Lean, so the upper component is `v 0`, and the free orbital is $(1,0)$.

```lean
import Mathlib

open Matrix
open scoped Kronecker

namespace NoPairProjector

noncomputable section
```

The one-electron matrix is
$$h=\begin{pmatrix}m&k\\k&-m\end{pmatrix}.$$
Here $m$ stands for the free-particle energy and $k$ for the external field's matrix element between the two free states. The field's diagonal elements are neglected.

```lean
/-- One-electron Dirac-type matrix with diagonal entries `m`, `-m` and coupling `k`. -/
def dirac (m k : ℝ) : Matrix (Fin 2) (Fin 2) ℝ := !![m, k; k, -m]
```

Q: "Upper component" usually means the large component of a Dirac spinor.

A: In this reading it is the amplitude on the free positive-energy state. The repulsion $U$ acts only when both electrons are there, which is an idealisation.

```lean
/-- Projector onto the upper component. -/
def upper : Matrix (Fin 2) (Fin 2) ℝ := !![1, 0; 0, 0]

/-- Two-electron Hamiltonian: two one-electron terms and a repulsion `U` that acts when both
electrons are in the upper component. -/
def twoElectron (m k U : ℝ) : Matrix (Fin 2 × Fin 2) (Fin 2 × Fin 2) ℝ :=
  dirac m k ⊗ₖ 1 + 1 ⊗ₖ dirac m k + U • (upper ⊗ₖ upper)
```

Q: Is the energy formula put in by hand?

A: No. The Hamiltonian is a matrix on the four-dimensional pair space, and `energy` is its expectation value in $v\otimes v$. Both electrons share one orbital, with a spin singlet understood. Since the projector $vv^T$ has rank one, this is the only pair state that it leaves.

```lean
/-- The product state `v ⊗ v` with both electrons in the orbital `v`. -/
def pair (v : Fin 2 → ℝ) : Fin 2 × Fin 2 → ℝ := fun p => v p.1 * v p.2

/-- No-pair energy: the quadratic form of the two-electron Hamiltonian at `v ⊗ v`, which is its
expectation value when `v` is a unit orbital. -/
def energy (m k U : ℝ) (v : Fin 2 → ℝ) : ℝ :=
  pair v ⬝ᵥ (twoElectron m k U *ᵥ pair v)
```

The Fock matrix $F_v$ adds to $h$ the mean repulsion $Uv_0^2$ in the upper diagonal entry.

```lean
/-- Fock matrix: the one-electron matrix plus `U (v 0)²` on the upper component, which is the mean
repulsion from an electron in `v` when `v` is a unit orbital. -/
def fock (m k U : ℝ) (v : Fin 2 → ℝ) : Matrix (Fin 2) (Fin 2) ℝ :=
  dirac m k + (U * v 0 ^ 2) • upper
```

Q: Why maximise? I minimise energies.

A: Within a fixed positive-energy space you do. Here that space has one dimension, so nothing is left to minimise, and only the projector varies. Minimising over it would favour negative-energy states: $(0,1)$ already gives $-2m$. `IsOptimal` therefore means a unit orbital whose energy no other real unit orbital exceeds.

```lean
/-- A unit orbital whose no-pair energy is maximal among all real unit orbitals. -/
def IsOptimal (m k U : ℝ) (v : Fin 2 → ℝ) : Prop :=
  v ⬝ᵥ v = 1 ∧ ∀ u : Fin 2 → ℝ, u ⬝ᵥ u = 1 → energy m k U u ≤ energy m k U v
```

The last definition is the bare positive-energy eigenvector for $m=1$, $k=3/4$. It is named `dressed` because the field, but not the repulsion, has modified it.

```lean
/-- The orbital `(3, 1)/√10`. -/
def dressed : Fin 2 → ℝ := ![3 * (Real.sqrt 10)⁻¹, (Real.sqrt 10)⁻¹]
```

Q: Now derive the energy.

A: Each one-electron term contributes $\langle v,v\rangle\langle v,hv\rangle$, and the repulsion contributes $Uv_0^4$. For a unit orbital,
$$E(v)=2\langle v,hv\rangle+Uv_0^4=2\left[m(v_0^2-v_1^2)+2kv_0v_1\right]+Uv_0^4 .$$
The next lemmas expand the finite sums to get the norm, the two forms of $E$, and
$$F_vw=\big((m+Uv_0^2)w_0+kw_1,\;kw_0-mw_1\big).$$

```lean
variable {m k U : ℝ} {v : Fin 2 → ℝ}

/-- The squared norm of an orbital is the sum of its squared components. -/
theorem norm_coord (v : Fin 2 → ℝ) : v ⬝ᵥ v = v 0 ^ 2 + v 1 ^ 2 := by
  simp only [dotProduct, Fin.sum_univ_two]
  ring

/-- For a unit orbital the no-pair energy is twice the one-electron energy plus the repulsion
`U (v 0)⁴`, where `v 0` is the upper component. -/
theorem energy_eq (hv : v ⬝ᵥ v = 1) :
    energy m k U v = 2 * (v ⬝ᵥ (dirac m k *ᵥ v)) + U * v 0 ^ 4 := by
  have h : energy m k U v
      = 2 * (v ⬝ᵥ v) * (v ⬝ᵥ (dirac m k *ᵥ v)) + U * v 0 ^ 4 := by
    simp [energy, pair, twoElectron, dirac, upper, Matrix.mulVec, dotProduct,
      Fintype.sum_prod_type, Fin.sum_univ_two, Matrix.one_apply, Matrix.kroneckerMap_apply]
    ring
  rw [h, hv]
  ring

/-- The no-pair energy of a unit orbital, written in its two components. -/
theorem energy_coord (hv : v ⬝ᵥ v = 1) : energy m k U v
    = 2 * (m * (v 0 ^ 2 - v 1 ^ 2) + 2 * k * (v 0 * v 1)) + U * v 0 ^ 4 := by
  rw [energy_eq hv]
  have h : v ⬝ᵥ (dirac m k *ᵥ v) = m * (v 0 ^ 2 - v 1 ^ 2) + 2 * k * (v 0 * v 1) := by
    simp [dirac, Matrix.mulVec, dotProduct, Fin.sum_univ_two]
    ring
  rw [h]

/-- The action of the Fock matrix built from `v` on an orbital `w`, in components. -/
theorem fock_mulVec (m k U : ℝ) (v w : Fin 2 → ℝ) : fock m k U v *ᵥ w
    = ![(m + U * v 0 ^ 2) * w 0 + k * w 1, k * w 0 - m * w 1] := by
  ext i
  fin_cases i <;>
    simp [fock, dirac, upper, Matrix.mulVec, dotProduct, Fin.sum_univ_two]
  ring
```

Q: Does a maximiser exist, or is it assumed?

A: It exists for all real $m,k,U$. The unit circle is closed and lies in the square $[-1,1]^2$, so it is compact, and $E$ is a polynomial on it. `exists_optimal` follows these steps. It does not claim uniqueness; $v$ and $-v$ have the same energy.

```lean
/-- A unit orbital of maximal no-pair energy exists. -/
theorem exists_optimal (m k U : ℝ) : ∃ v, IsOptimal m k U v := by
  -- the unit circle is compact and the energy is continuous on it
  have hc : IsCompact {v : Fin 2 → ℝ | v ⬝ᵥ v = 1} := by
    refine (isCompact_Icc (a := fun _ : Fin 2 => (-1 : ℝ))
      (b := fun _ : Fin 2 => (1 : ℝ))).of_isClosed_subset ?_ fun v hv => ?_
    · refine isClosed_eq ?_ continuous_const
      simp only [norm_coord]
      fun_prop
    · have hn : v 0 ^ 2 + v 1 ^ 2 = 1 := (norm_coord v).symm.trans hv
      have h0 : -1 ≤ v 0 ∧ v 0 ≤ 1 := by constructor <;> nlinarith [sq_nonneg (v 1)]
      have h1 : -1 ≤ v 1 ∧ v 1 ≤ 1 := by constructor <;> nlinarith [sq_nonneg (v 0)]
      exact ⟨Fin.forall_fin_two.2 ⟨h0.1, h1.1⟩, Fin.forall_fin_two.2 ⟨h0.2, h1.2⟩⟩
  have hf : Continuous (fun v : Fin 2 → ℝ =>
      2 * (m * (v 0 ^ 2 - v 1 ^ 2) + 2 * k * (v 0 * v 1)) + U * v 0 ^ 4) := by fun_prop
  have hE : ContinuousOn (energy m k U) {v : Fin 2 → ℝ | v ⬝ᵥ v = 1} :=
    hf.continuousOn.congr (fun v hv => energy_coord hv)
  obtain ⟨v, hv, hmax⟩ := hc.exists_isMaxOn
    ⟨![1, 0], (norm_coord _).trans (by norm_num)⟩ hE
  exact ⟨v, hv, fun u hu => hmax hu⟩
```

Q: Where does the Fock equation come from?

A: Rotate a maximiser $v$ by an angle $t$:
$$x=v_0\cos t-v_1\sin t,\qquad y=v_1\cos t+v_0\sin t .$$
Then $x'(0)=-v_1$ and $y'(0)=v_0$, and the energy is stationary at $t=0$:
$$0=\frac{dE}{dt}\Big|_0=4\left[k(v_0^2-v_1^2)-2mv_0v_1-Uv_0^3v_1\right].$$
The bracket is the component of $F_vv$ along the orthogonal orbital $(-v_1,v_0)$. Hence $F_vv=\varepsilon v$, with
$$\varepsilon=\langle v,F_vv\rangle=\langle v,hv\rangle+Uv_0^4=\tfrac12\left(E(v)+Uv_0^4\right).$$
In the proof, `key` is the derivative and `hcrit` sets it to zero. The last two `linear_combination` lines recover the components of the Fock equation from `hcrit` and the normalisation.

```lean
/-- An orbital of maximal no-pair energy `E` solves its own Fock equation, with orbital energy
`(E + U (v 0)⁴)/2`, where `v 0` is its upper component. -/
theorem fock_equation (h : IsOptimal m k U v) :
    fock m k U v *ᵥ v = ((energy m k U v + U * v 0 ^ 4) / 2) • v := by
  obtain ⟨hv, hmax⟩ := h
  have hn : v 0 ^ 2 + v 1 ^ 2 = 1 := (norm_coord v).symm.trans hv
  -- rotate the orbital by an angle t
  obtain ⟨x, hx⟩ : ∃ x : ℝ → ℝ, x = fun t => v 0 * Real.cos t - v 1 * Real.sin t := ⟨_, rfl⟩
  obtain ⟨y, hy⟩ : ∃ y : ℝ → ℝ, y = fun t => v 1 * Real.cos t + v 0 * Real.sin t := ⟨_, rfl⟩
  have hx0 : x 0 = v 0 := by simp [hx]
  have hy0 : y 0 = v 1 := by simp [hy]
  have dx : HasDerivAt x (-v 1) 0 := by
    rw [hx]
    exact (((Real.hasDerivAt_cos 0).const_mul (v 0)).fun_sub
      ((Real.hasDerivAt_sin 0).const_mul (v 1))).congr_deriv (by simp)
  have dy : HasDerivAt y (v 0) 0 := by
    rw [hy]
    exact (((Real.hasDerivAt_cos 0).const_mul (v 1)).fun_add
      ((Real.hasDerivAt_sin 0).const_mul (v 0))).congr_deriv (by simp)
  have hxy : ∀ t, x t ^ 2 + y t ^ 2 = 1 := by
    intro t
    simp only [hx, hy]
    linear_combination (v 0 ^ 2 + v 1 ^ 2) * Real.sin_sq_add_cos_sq t + hn
  have key : HasDerivAt (fun t => 2 * (m * (x t * x t - y t * y t) + 2 * k * (x t * y t))
      + U * ((x t * x t) * (x t * x t)))
      (4 * (k * (v 0 ^ 2 - v 1 ^ 2) - 2 * m * v 0 * v 1 - U * v 0 ^ 3 * v 1)) 0 :=
    ((((((dx.fun_mul dx).fun_sub (dy.fun_mul dy)).const_mul m).fun_add
      ((dx.fun_mul dy).const_mul (2 * k))).const_mul 2).fun_add
      (((dx.fun_mul dx).fun_mul (dx.fun_mul dx)).const_mul U)).congr_deriv (by
        simp only [hx0, hy0]
        ring)
  -- the energy is stationary at t = 0
  have hcrit : 4 * (k * (v 0 ^ 2 - v 1 ^ 2) - 2 * m * v 0 * v 1 - U * v 0 ^ 3 * v 1) = 0 := by
    refine IsLocalMax.hasDerivAt_eq_zero ?_ key
    refine Filter.Eventually.of_forall fun t => ?_
    have hu : ![x t, y t] ⬝ᵥ ![x t, y t] = 1 := (norm_coord _).trans (hxy t)
    have hle := hmax _ hu
    rw [energy_coord hu, energy_coord hv] at hle
    simp only [Matrix.cons_val_zero, Matrix.cons_val_one] at hle
    simp only [hx0, hy0]
    linarith
  rw [fock_mulVec, energy_coord hv]
  refine funext (Fin.forall_fin_two.2 ⟨?_, ?_⟩)
  · change (m + U * v 0 ^ 2) * v 0 + k * v 1 = _ * v 0
    linear_combination (-((m + U * v 0 ^ 2) * v 0 + k * v 1)) * hn - v 1 / 4 * hcrit
  · change k * v 0 - m * v 1 = _ * v 1
    linear_combination (-(k * v 0 - m * v 1)) * hn + v 0 / 4 * hcrit
```

Q: Is that orbital energy positive?

A: Yes, if $m\ge0$ and $U>0$. A maximiser does at least as well as the free orbital, so $E(v)\ge 2m+U>0$, and $Uv_0^4\ge0$. Thus $\varepsilon>0$, and the proof makes the same comparison.

```lean
/-- For `m ≥ 0` and `U > 0` an orbital of maximal no-pair energy is a positive-energy
eigenvector of its own Fock matrix. -/
theorem fock_positive (hm : 0 ≤ m) (hU : 0 < U) (h : IsOptimal m k U v) :
    ∃ ε : ℝ, 0 < ε ∧ fock m k U v *ᵥ v = ε • v := by
  refine ⟨_, ?_, fock_equation h⟩
  -- compare with the free orbital
  have he : (![1, 0] : Fin 2 → ℝ) ⬝ᵥ ![1, 0] = 1 := (norm_coord _).trans (by norm_num)
  have hle := h.2 _ he
  rw [energy_coord he] at hle
  norm_num at hle
  have : 0 ≤ U * v 0 ^ 4 := by positivity
  linarith
```

Q: A positive eigenvalue does not yet show that $v$ spans the whole positive-energy space of $F_v$.

A: Correct, and the theorem stops at the eigenvalue. A line of algebra, added here without a formal proof, settles it for $k\neq0$, still with $m\ge0$ and $U>0$: $\det F_v=-m(m+Uv_0^2)-k^2<0$, so the other eigenvalue is negative.

Q: Why does the maximum lie strictly above the energies of the free orbital and of the eigenvectors of $h$, when $k\ne0$ and $U>0$?

A: An orbital that reached the maximum would itself satisfy the Fock equation; this is `reach` in the proof. For $(1,0)$ the lower component of that equation reads $k=0$, which is excluded.

Now let $w$ be a unit eigenvector, $hw=lw$, and suppose also $F_ww=\varepsilon w$. Subtraction gives
$$Uw_0^3=(\varepsilon-l)w_0,\qquad 0=(\varepsilon-l)w_1 .$$
Multiply the first equation by $w_1$ and the second by $w_0$, and subtract: $Uw_0^3w_1=0$. One component vanishes, and $hw=lw$ with $k\ne0$ then removes the other, which contradicts $\langle w,w\rangle=1$. In Lean, `hz` is this product, and the case split treats the two components.

The theorem assumes $k\ne0$ and $U>0$, but no sign for $m$, and it covers both eigenvectors of $h$. Of the condition $U>0$ the argument uses only $U\ne0$. At $U=0$ the positive-energy eigenvector of $h$ is itself a maximiser, so the strict inequality fails.

```lean
/-- For `k ≠ 0` and `U > 0` the maximal no-pair energy lies strictly above that of the free orbital
`(1, 0)` and above that of every normalized eigenvector of the one-electron matrix. -/
theorem optimal_gt (hk : k ≠ 0) (hU : 0 < U) (h : IsOptimal m k U v) :
    energy m k U ![1, 0] < energy m k U v ∧
      ∀ (w : Fin 2 → ℝ) (l : ℝ), w ⬝ᵥ w = 1 → dirac m k *ᵥ w = l • w →
        energy m k U w < energy m k U v := by
  -- an orbital that reached the maximum would solve its own Fock equation
  have reach : ∀ w : Fin 2 → ℝ, w ⬝ᵥ w = 1 → energy m k U v ≤ energy m k U w →
      ∃ ε : ℝ, (m + U * w 0 ^ 2) * w 0 + k * w 1 = ε * w 0 ∧
        k * w 0 - m * w 1 = ε * w 1 := by
    intro w hw hle
    have hF := fock_equation (⟨hw, fun u hu => (h.2 u hu).trans hle⟩ : IsOptimal m k U w)
    rw [fock_mulVec] at hF
    exact ⟨_, congrFun hF 0, congrFun hF 1⟩
  constructor
  · by_contra hlt
    obtain ⟨ε, -, h1⟩ := reach ![1, 0] ((norm_coord _).trans (by norm_num)) (not_lt.1 hlt)
    have h1' : k * 1 - m * 0 = ε * 0 := h1
    exact hk (by linarith)
  · intro w l hw hd
    by_contra hlt
    obtain ⟨ε, h0, h1⟩ := reach w hw (not_lt.1 hlt)
    have hn : w 0 ^ 2 + w 1 ^ 2 = 1 := (norm_coord w).symm.trans hw
    have d0 : m * w 0 + k * w 1 = l * w 0 := by
      simpa [dirac, Matrix.mulVec, dotProduct, Fin.sum_univ_two] using congrFun hd 0
    have d1 : k * w 0 + -m * w 1 = l * w 1 := by
      simpa [dirac, Matrix.mulVec, dotProduct, Fin.sum_univ_two] using congrFun hd 1
    have hz : U * (w 0 ^ 3 * w 1) = 0 := by
      linear_combination w 1 * (h0 - d0) - w 0 * (h1 - d1)
    -- one component vanishes, and the coupling k then removes the other
    rcases mul_eq_zero.1 ((mul_eq_zero.1 hz).resolve_left hU.ne') with ha | hb
    · have ha' : w 0 = 0 := pow_eq_zero_iff (by norm_num) |>.1 ha
      have hb' : w 1 = 0 := by simpa [ha', hk] using d0
      simp [ha', hb'] at hn
    · have ha' : w 0 = 0 := by simpa [hb, hk] using d1
      simp [ha', hb] at hn
```

Q: And the numbers?

A: Take $m=1$, $k=3/4$. The free orbital gives $2+U$. For the bare eigenvector, $h(3,1)^T=\tfrac54(3,1)^T$. After division by $\sqrt{10}$, $v_0^2=9/10$, so $E=\tfrac52+0.81\,U$.

```lean
/-- In the model `m = 1`, `k = 3/4` the free orbital gives `2 + U`; the orbital `(3, 1)/√10`
is a unit eigenvector of energy `5/4` and gives `5/2 + 0.81 U`. -/
theorem model_values (U : ℝ) : energy 1 (3 / 4) U ![1, 0] = 2 + U ∧
    dressed ⬝ᵥ dressed = 1 ∧ dirac 1 (3 / 4) *ᵥ dressed = (5 / 4 : ℝ) • dressed ∧
    energy 1 (3 / 4) U dressed = 5 / 2 + 0.81 * U := by
  have hs : (Real.sqrt 10)⁻¹ ^ 2 = 1 / 10 := by
    rw [inv_pow, Real.sq_sqrt (by norm_num)]
    norm_num
  have hd : dressed ⬝ᵥ dressed = 1 := by
    rw [norm_coord]
    simp only [dressed, Matrix.cons_val_zero, Matrix.cons_val_one]
    linear_combination 10 * hs
  refine ⟨?_, hd, ?_, ?_⟩
  · rw [energy_coord ((norm_coord _).trans (by norm_num))]
    norm_num
  · ext i
    fin_cases i <;>
      simp [dirac, dressed, Matrix.mulVec, dotProduct, Fin.sum_univ_two] <;> ring
  · rw [energy_coord hd]
    simp only [dressed, Matrix.cons_val_zero, Matrix.cons_val_one]
    linear_combination (25 + 81 * U * ((Real.sqrt 10)⁻¹ ^ 2 + 1 / 10)) * hs
```

Applying the strict inequality to both orbitals shows that, for every $U>0$, the maximum lies above both values.

```lean
/-- In the model `m = 1`, `k = 3/4` with `U > 0`, the maximal no-pair energy exceeds both
`2 + U` and `5/2 + 0.81 U`. -/
theorem model_optimal (hU : 0 < U) (h : IsOptimal 1 (3 / 4) U v) :
    2 + U < energy 1 (3 / 4) U v ∧ 5 / 2 + 0.81 * U < energy 1 (3 / 4) U v := by
  obtain ⟨hfree, hunit, heig, hdressed⟩ := model_values U
  obtain ⟨h1, h2⟩ := optimal_gt (by norm_num) hU h
  rw [← hfree, ← hdressed]
  exact ⟨h1, h2 dressed (5 / 4) hunit heig⟩

end

end NoPairProjector
```

```lean
#print axioms NoPairProjector.exists_optimal
#print axioms NoPairProjector.fock_positive
#print axioms NoPairProjector.optimal_gt
#print axioms NoPairProjector.model_optimal
```

```
'NoPairProjector.exists_optimal' depends on axioms: [propext, Classical.choice, Quot.sound]
'NoPairProjector.fock_positive' depends on axioms: [propext, Classical.choice, Quot.sound]
'NoPairProjector.optimal_gt' depends on axioms: [propext, Classical.choice, Quot.sound]
'NoPairProjector.model_optimal' depends on axioms: [propext, Classical.choice, Quot.sound]
```

Q: What would I still have to supply for a real atom?

A: At least the full electron repulsion, complex spinor orbitals, and the step from one positive-energy state to a many-dimensional positive-energy space, where the energy must first be minimised inside each space before projectors are compared. The model does suggest a caution for two-component schemes that take their decoupling from the one-electron Hamiltonian alone: in this two-state model with real orbitals and $k\ne0$, the projector so obtained does not give the maximal no-pair energy once the electrons repel.
